# A gap g above the ground state bounds its Sternheimer response by ‖QVψ‖/g

## How far can a perturbation push a gapped state?

Let $H$ be a Hermitian operator with unit eigenvector $\psi$ and eigenvalue $E$, let $V$ be a perturbation, and let $Q = 1 - |\psi\rangle\langle\psi|$. Suppose that $\langle v,(H-E)v\rangle \ge g\|v\|^2$ for every $v$ orthogonal to $\psi$, with $g>0$. With the normalisation and phase of the perturbed vector chosen so that its first-order change $u$ is orthogonal to $\psi$, this $u$ solves the Sternheimer equation $(H-E)u = -QV\psi$.

I expect that $\|u\| \le \|QV\psi\|/g$, because the sum over states has energy denominators of at least $g$. I would like a proof that does without the sum over states, with every hypothesis explicit, and checked by Lean. Which assumptions does the bound really use, and when does $u$ exist?

## The bound uses only the gap and orthogonality

**Conventions.** The space $F$ is a complex inner product space, with $\langle x,y\rangle$ linear in $y$ and conjugate-linear in $x$. The maps $H$ and $V$ are linear on all of $F$, and $E$ and $g$ are real. Write $A = H - E$ and $Qx = x - \langle\psi,x\rangle\psi$. The gap condition is $g\|v\|^2 \le \mathrm{Re}\langle v,Av\rangle$ for all $v\perp\psi$; the real part matters only if $H$ is not Hermitian.

The constant $g$ stands for a lower bound on the excitation energy. For Hermitian $H$ with eigenvector $\psi$, a positive $g$ makes $E$ the lowest eigenvalue and non-degenerate, so excited states are not covered.

**The bound.** For $v\perp\psi$, the gap condition and Cauchy-Schwarz give

$$g\|v\|^2 \le \mathrm{Re}\langle v,Av\rangle \le \|v\|\,\|Av\|.$$

If $v\neq0$, divide by $\|v\|$; if $v=0$, the result is trivial. Hence $g\|v\|\le\|Av\|$. Setting $v=u$ and $Au=-QV\psi$ yields $\|u\|\le\|QV\psi\|/g$. Neither hermiticity, nor the eigenvalue equation, nor the normalisation of $\psi$ was used.

**When it is attained.** If $\|u\|=\|QV\psi\|/g$, then $\|Au\|=g\|u\|$, and

$$\|Au-gu\|^2 = \|Au\|^2 - 2g\,\mathrm{Re}\langle u,Au\rangle + g^2\|u\|^2 \le g^2\|u\|^2-2g^2\|u\|^2+g^2\|u\|^2 = 0,$$

so $Hu=(E+g)u$. Conversely, $Au=gu$ gives $\|QV\psi\|=\|Au\|=g\|u\|$. A nonzero response therefore attains the bound exactly when it is an eigenvector at energy $E+g$.

**Error of a trial vector.** Let $w\perp\psi$ have residual $r=Aw+QV\psi$. Then $w-u\perp\psi$ and $A(w-u)=r$, so $\|w-u\|\le\|r\|/g$.

**Existence and uniqueness.** Now let $F$ be finite-dimensional and $H$ Hermitian, with $H\psi=E\psi$ and $\|\psi\|=1$. Define $Tx = Ax+\langle\psi,x\rangle\psi$. Since $\langle\psi,Ax\rangle=\langle H\psi,x\rangle-E\langle\psi,x\rangle=0$, we have $\langle\psi,Tx\rangle=\langle\psi,x\rangle$.

If $Tx=0$, then $x\perp\psi$ and $Ax=0$, so $g\|x\|\le0$ and $x=0$. Thus $T$ is injective, and in finite dimension also surjective. Choose $u$ with $Tu=-QV\psi$. Then $\langle\psi,u\rangle=-\langle\psi,QV\psi\rangle=0$, and the equation reduces to $Au=-QV\psi$. A second solution would be a trial vector with zero residual, hence equal to $u$.

**Second-order energy.** For Hermitian $V$ and $u\perp\psi$, $\langle\psi,Vu\rangle=\langle V\psi,u\rangle=\langle QV\psi,u\rangle$. Cauchy-Schwarz and the bound on $u$ give $\mathrm{Re}\langle\psi,Vu\rangle\ge-\|QV\psi\|^2/g$. Substituting $QV\psi=-Au$ gives $\mathrm{Re}\langle\psi,Vu\rangle=-\mathrm{Re}\langle u,Au\rangle\le-g\|u\|^2\le0$.

**A two-level example.** Take $H=\mathrm{diag}(0,\Delta)$ with $\Delta>0$, $\psi=(1,0)$, $E=0$, $g=\Delta$, and let $V$ exchange the components. Then $QV\psi=(0,1)$ and $u=(0,-1/\Delta)$. Its norm is $1/\Delta$, equal to the bound, and $\langle\psi,Vu\rangle=-1/\Delta$ equals the lower energy bound.

## What the Lean statements say

`projOut ψ x` is $Qx$, a projection when $\psi$ has unit norm. `HasGap H ψ E g` is the gap condition, and `IsResponse H V ψ E u` combines `orth`, the orthogonality of $u$, with `eqn`, the Sternheimer equation. Hermiticity is `IsSymmetric`, meaning $\langle Hx,y\rangle=\langle x,Hy\rangle$. The coercion `(E : ℂ)` lets the real energy multiply a complex vector.

The main theorem, `response_norm_le`, assumes `0 < g`, `HasGap` and `IsResponse`, and concludes the bound in any dimension. `response_norm_eq_iff` describes equality, and `trial_error_le` bounds the error by the residual. `existsUnique_response` adds finite dimension, hermiticity of $H$ and the unit eigenvector, and returns exactly one response for every linear $V$, Hermitian or not. `second_order_energy_bounds` requires Hermitian $V$. `twoLevel_witness` confirms that the example satisfies all these hypotheses; Lean numbers its components 0 and 1.

Operators defined only on a proper subspace of $F$ are not treated, and $V$ is fixed, with no self-consistent feedback from $u$. The Sternheimer equation serves as the definition of the response: that $u$ is the derivative of a perturbed eigenvector, and $\langle\psi,Vu\rangle$ the second-order energy, is perturbation theory that the file does not develop.

```lean
import Mathlib

open scoped InnerProductSpace

namespace SternheimerGap

noncomputable section

variable {F : Type*} [NormedAddCommGroup F] [InnerProductSpace ℂ F]

/-- The map `Q = 1 - |ψ⟩⟨ψ|` applied to `x`; for a unit vector `ψ` it removes the
component of `x` along `ψ`. -/
def projOut (ψ x : F) : F := x - inner ℂ ψ x • ψ

/-- The real part of `⟨v, (H - E) v⟩` is at least `g ‖v‖²` for every `v` orthogonal to `ψ`. -/
def HasGap (H : F →ₗ[ℂ] F) (ψ : F) (E g : ℝ) : Prop :=
  ∀ v : F, inner ℂ ψ v = 0 → g * ‖v‖ ^ 2 ≤ (inner ℂ v (H v - (E : ℂ) • v)).re

/-- The vector `u` is a first-order response of `ψ` to `V`: it is orthogonal to `ψ` and
solves the Sternheimer equation `(H - E) u = -Q V ψ`. -/
structure IsResponse (H V : F →ₗ[ℂ] F) (ψ : F) (E : ℝ) (u : F) : Prop where
  orth : inner ℂ ψ u = 0
  eqn : H u - (E : ℂ) • u = -projOut ψ (V ψ)

variable {H V : F →ₗ[ℂ] F} {ψ u : F} {E g : ℝ}

/-- Under the gap condition, `H - E` stretches every vector orthogonal to `ψ` by at least
the factor `g`. -/
theorem gap_mul_norm_le (hgap : HasGap H ψ E g) {v : F} (hv : inner ℂ ψ v = 0) :
    g * ‖v‖ ≤ ‖H v - (E : ℂ) • v‖ := by
  have h1 := hgap v hv
  -- Cauchy-Schwarz bounds the energy form from above
  have h2 : (inner ℂ v (H v - (E : ℂ) • v)).re ≤ ‖v‖ * ‖H v - (E : ℂ) • v‖ :=
    (Complex.re_le_norm _).trans (norm_inner_le_norm _ _)
  rcases eq_or_lt_of_le (norm_nonneg v) with h | h
  · rw [← h, mul_zero]
    exact norm_nonneg _
  · refine le_of_mul_le_mul_left ?_ h
    nlinarith

/-- Gap bound: for a gap `g > 0`, a first-order response has norm at most `‖Q V ψ‖ / g`. -/
theorem response_norm_le (hg : 0 < g) (hgap : HasGap H ψ E g)
    (hu : IsResponse H V ψ E u) : ‖u‖ ≤ ‖projOut ψ (V ψ)‖ / g := by
  have h := gap_mul_norm_le hgap hu.orth
  rw [hu.eqn, norm_neg] at h
  rwa [le_div_iff₀ hg, mul_comm]

/-- For a gap `g > 0`, a response attains the gap bound exactly when it satisfies
`H u = (E + g) u`. -/
theorem response_norm_eq_iff (hg : 0 < g) (hgap : HasGap H ψ E g)
    (hu : IsResponse H V ψ E u) :
    ‖u‖ = ‖projOut ψ (V ψ)‖ / g ↔ H u = ((E : ℂ) + (g : ℂ)) • u := by
  have n : ‖(g : ℂ) • u‖ = g * ‖u‖ := by
    rw [norm_smul, Complex.norm_real, Real.norm_of_nonneg hg.le]
  constructor
  · intro h
    have h' : g * ‖u‖ = ‖H u - (E : ℂ) • u‖ := by
      rw [hu.eqn, norm_neg, h]
      field_simp
    have e : RCLike.re (inner ℂ (H u - (E : ℂ) • u) ((g : ℂ) • u))
        = g * (inner ℂ u (H u - (E : ℂ) • u)).re := by
      rw [inner_smul_right, ← inner_conj_symm (H u - (E : ℂ) • u) u]
      simp only [RCLike.re_eq_complex_re, Complex.re_ofReal_mul, Complex.conj_re]
    -- the deviation of `(H - E) u` from `g u` has vanishing norm
    have hz : ‖(H u - (E : ℂ) • u) - (g : ℂ) • u‖ ^ 2 ≤ 0 := by
      rw [norm_sub_sq (𝕜 := ℂ), e, n, ← h']
      nlinarith [mul_le_mul_of_nonneg_left (hgap u hu.orth) hg.le]
    have h0 : (H u - (E : ℂ) • u) - (g : ℂ) • u = 0 :=
      norm_eq_zero.mp ((pow_eq_zero_iff two_ne_zero).mp (le_antisymm hz (sq_nonneg _)))
    linear_combination (norm := module) h0
  · intro h
    have h1 : H u - (E : ℂ) • u = (g : ℂ) • u := by
      rw [h]
      module
    rw [eq_div_iff hg.ne', mul_comm, ← n, ← h1, hu.eqn, norm_neg]

/-- For a gap `g > 0`, a trial vector `w` orthogonal to `ψ` differs from a response by at
most the norm of its Sternheimer residual divided by `g`. -/
theorem trial_error_le (hg : 0 < g) (hgap : HasGap H ψ E g)
    (hu : IsResponse H V ψ E u) {w : F} (hw : inner ℂ ψ w = 0) :
    ‖w - u‖ ≤ ‖H w - (E : ℂ) • w + projOut ψ (V ψ)‖ / g := by
  have h := gap_mul_norm_le hgap (v := w - u) (by rw [inner_sub_right, hw, hu.orth, sub_zero])
  have e : H (w - u) - (E : ℂ) • (w - u) = H w - (E : ℂ) • w + projOut ψ (V ψ) := by
    rw [map_sub]
    linear_combination (norm := module) (-1 : ℂ) • hu.eqn
  rw [e] at h
  rwa [le_div_iff₀ hg, mul_comm]

/-- In finite dimension, if `H` is Hermitian with unit eigenvector `ψ`, eigenvalue `E` and
gap `g > 0`, then every perturbation `V` has exactly one first-order response. -/
theorem existsUnique_response [FiniteDimensional ℂ F] (hH : H.IsSymmetric)
    (hn : ‖ψ‖ = 1) (hψ : H ψ = (E : ℂ) • ψ) (hg : 0 < g) (hgap : HasGap H ψ E g)
    (V : F →ₗ[ℂ] F) : ∃! u, IsResponse H V ψ E u := by
  have hone : inner ℂ ψ ψ = (1 : ℂ) := by
    rw [inner_self_eq_norm_sq_to_K, hn]
    simp
  -- the range of `H - E` is orthogonal to `ψ`
  have horth : ∀ x, inner ℂ ψ (H x - (E : ℂ) • x) = 0 := fun x => by
    rw [inner_sub_right, inner_smul_right, ← hH ψ x, hψ, inner_smul_left,
      Complex.conj_ofReal, sub_self]
  -- adding `|ψ⟩⟨ψ|` makes `H - E` invertible
  let T : F →ₗ[ℂ] F :=
    { toFun := fun x => H x - (E : ℂ) • x + inner ℂ ψ x • ψ
      map_add' := fun x y => by
        simp only [map_add, inner_add_right]
        module
      map_smul' := fun c x => by
        simp only [map_smul, inner_smul_right, RingHom.id_apply]
        module }
  have hT : ∀ x, T x = H x - (E : ℂ) • x + inner ℂ ψ x • ψ := fun _ => rfl
  have hTψ : ∀ x, inner ℂ ψ (T x) = inner ℂ ψ x := fun x => by
    rw [hT, inner_add_right, horth, inner_smul_right, hone, mul_one, zero_add]
  have hinj : Function.Injective T := by
    refine (injective_iff_map_eq_zero T).mpr fun x hx => ?_
    have h0 : inner ℂ ψ x = 0 := by rw [← hTψ, hx, inner_zero_right]
    have h1 := gap_mul_norm_le hgap h0
    rw [hT, h0, zero_smul, add_zero] at hx
    rw [hx, norm_zero] at h1
    exact norm_eq_zero.mp (le_antisymm (by nlinarith) (norm_nonneg x))
  obtain ⟨u, hu⟩ := LinearMap.injective_iff_surjective.mp hinj (-projOut ψ (V ψ))
  have h0 : inner ℂ ψ u = 0 := by
    rw [← hTψ, hu, inner_neg_right, projOut, inner_sub_right, inner_smul_right, hone,
      mul_one, sub_self, neg_zero]
  have hres : IsResponse H V ψ E u := ⟨h0, by rw [← hu, hT, h0, zero_smul, add_zero]⟩
  refine ⟨u, hres, fun w hw => ?_⟩
  have h := trial_error_le hg hgap hres hw.orth
  rw [hw.eqn, neg_add_cancel, norm_zero, zero_div] at h
  exact sub_eq_zero.mp (norm_eq_zero.mp (le_antisymm h (norm_nonneg _)))

/-- For Hermitian `V` and a gap `g > 0`, the real part of `⟨ψ, V u⟩` for a response `u` lies between
`-‖Q V ψ‖² / g` and zero. -/
theorem second_order_energy_bounds (hV : V.IsSymmetric) (hg : 0 < g)
    (hgap : HasGap H ψ E g) (hu : IsResponse H V ψ E u) :
    -(‖projOut ψ (V ψ)‖ ^ 2 / g) ≤ (inner ℂ ψ (V u)).re ∧ (inner ℂ ψ (V u)).re ≤ 0 := by
  have k : inner ℂ ψ (V u) = inner ℂ (projOut ψ (V ψ)) u := by
    rw [projOut, inner_sub_left, inner_smul_left, hu.orth, mul_zero, sub_zero]
    exact (hV ψ u).symm
  rw [k]
  constructor
  · have h1 := (Complex.abs_re_le_norm _).trans (norm_inner_le_norm (𝕜 := ℂ) (projOut ψ (V ψ)) u)
    have h2 := mul_le_mul_of_nonneg_left (response_norm_le hg hgap hu)
      (norm_nonneg (projOut ψ (V ψ)))
    have h3 : ‖projOut ψ (V ψ)‖ * (‖projOut ψ (V ψ)‖ / g) = ‖projOut ψ (V ψ)‖ ^ 2 / g := by
      ring
    linarith [(abs_le.mp h1).1]
  · -- the sign comes from positivity of `H - E` on the complement of `ψ`
    have hs : (inner ℂ (projOut ψ (V ψ)) u).re = -(inner ℂ u (H u - (E : ℂ) • u)).re := by
      rw [hu.eqn, inner_neg_right, Complex.neg_re, neg_neg,
        ← inner_conj_symm (projOut ψ (V ψ)) u, Complex.conj_re]
    rw [hs]
    nlinarith [hgap u hu.orth, mul_nonneg hg.le (sq_nonneg ‖u‖)]

/-- The two-level Hamiltonian `diag(0, Δ)`. -/
def twoLevel (Δ : ℝ) : EuclideanSpace ℂ (Fin 2) →ₗ[ℂ] EuclideanSpace ℂ (Fin 2) where
  toFun x := !₂[0, (Δ : ℂ) * x 1]
  map_add' x y := by ext i; fin_cases i <;> simp [mul_add]
  map_smul' c x := by ext i; fin_cases i <;> simp [mul_left_comm]

/-- The perturbation that exchanges the two levels. -/
def flip : EuclideanSpace ℂ (Fin 2) →ₗ[ℂ] EuclideanSpace ℂ (Fin 2) where
  toFun x := !₂[x 1, x 0]
  map_add' x y := by ext i; fin_cases i <;> simp
  map_smul' c x := by ext i; fin_cases i <;> simp

/-- For `Δ > 0`, the two-level Hamiltonian with `ψ = (1, 0)`, `E = 0`, gap `Δ` and the flip
perturbation meets all the hypotheses above, with response `(0, -1/Δ)`. -/
theorem twoLevel_witness {Δ : ℝ} (hΔ : 0 < Δ) :
    (twoLevel Δ).IsSymmetric ∧ flip.IsSymmetric ∧
    ‖(!₂[1, 0] : EuclideanSpace ℂ (Fin 2))‖ = 1 ∧
    twoLevel Δ !₂[1, 0] = ((0 : ℝ) : ℂ) • !₂[1, 0] ∧
    HasGap (twoLevel Δ) !₂[1, 0] 0 Δ ∧
    IsResponse (twoLevel Δ) flip !₂[1, 0] 0 !₂[0, -(1 / (Δ : ℂ))] := by
  have hc : (Δ : ℂ) ≠ 0 := Complex.ofReal_ne_zero.mpr hΔ.ne'
  refine ⟨fun x y => ?_, fun x y => ?_, ?_, ?_, fun v hv => ?_, ?_, ?_⟩
  · simp [twoLevel, PiLp.inner_apply, Fin.sum_univ_two]
    ring
  · simp [flip, PiLp.inner_apply, Fin.sum_univ_two]
    ring
  · simp [EuclideanSpace.norm_eq, Fin.sum_univ_two]
  · ext i
    fin_cases i <;> simp [twoLevel]
  · have h0 : v 0 = 0 := by simpa [PiLp.inner_apply, Fin.sum_univ_two] using hv
    rw [EuclideanSpace.norm_sq_eq]
    simp only [Fin.sum_univ_two, h0, ← Complex.normSq_eq_norm_sq, Complex.normSq_apply]
    simp [twoLevel, PiLp.inner_apply, Fin.sum_univ_two, h0]
    apply le_of_eq
    ring
  · simp [PiLp.inner_apply, Fin.sum_univ_two]
  · ext i
    fin_cases i <;> simp [twoLevel, flip, projOut, PiLp.inner_apply, Fin.sum_univ_two, hc]

end

end SternheimerGap
```

```lean
#print axioms SternheimerGap.response_norm_eq_iff
#print axioms SternheimerGap.existsUnique_response
#print axioms SternheimerGap.second_order_energy_bounds
```

```
'SternheimerGap.response_norm_eq_iff' depends on axioms: [propext, Classical.choice, Quot.sound]
'SternheimerGap.existsUnique_response' depends on axioms: [propext, Classical.choice, Quot.sound]
'SternheimerGap.second_order_energy_bounds' depends on axioms: [propext, Classical.choice, Quot.sound]
```

## From Cauchy-Schwarz to the Lean proofs

`gap_mul_norm_le` carries the central inequality. Its `h1` is the gap condition and `h2` is Cauchy-Schwarz. The case split separates $v=0$ from $v\ne0$, where `le_of_mul_le_mul_left` cancels the positive factor $\|v\|$. `response_norm_le` applies this to $u$, replaces $Au$ by $-QV\psi$, and divides by $g$.

In `response_norm_eq_iff`, `norm_sub_sq` expands $\|Au-gu\|^2$. The facts `e`, `n` and `h'` rewrite the cross term and the two norms, and `nlinarith` finishes with the gap condition multiplied by $g$. The reverse direction computes $\|Au\|$ from $Au=gu$.

`trial_error_le` applies the central inequality to `w - u`; its equation `e` identifies $A(w-u)$ with the residual.

`existsUnique_response` constructs `T` explicitly. `horth` says that the range of $A$ is orthogonal to $\psi$, `hTψ` says that $T$ preserves the component along $\psi$, and `hinj` is injectivity. `LinearMap.injective_iff_surjective` is where finite dimension enters. Uniqueness comes from `trial_error_le` with zero residual.

In `second_order_energy_bounds`, `k` moves $V$ to the left and inserts $Q$. The lower bound combines Cauchy-Schwarz with `response_norm_le`; the upper bound uses `hs`, the substitution $QV\psi=-Au$. The two-level theorem is checked component by component.

## Two hypotheses removed

**Without $u\perp\psi$**, the bound fails. In the two-level example, $(c,-1/\Delta)$ solves the same linear equation for every complex $c$, since $H$ annihilates the first component. Its norm is as large as one likes, while $\|QV\psi\|/g$ stays at $1/\Delta$.

**Without hermiticity of $H$**, the response may not exist. Take $H(x_0,x_1)=(x_1,x_1)$, $\psi=(1,0)$, $E=0$ and the same exchange $V$. Then $H\psi=0$, and the gap condition holds with $g=1$, because $\langle v,Hv\rangle=|v_1|^2$ for $v=(0,v_1)$. A response $u=(0,b)$ would need $(b,b)=(0,-1)$, which is impossible.

## The residual test in a linear-response solver

Density-functional perturbation theory codes commonly solve Sternheimer equations iteratively, and they may add a multiple of the occupied-state projector to remove the singularity of $H-E$. The operator $T$ does this for one state in a fixed perturbation, with coefficient 1 in the chosen energy unit.

For this single-state linear problem, with $\psi$ the lowest eigenvector of $H$, `trial_error_le` turns a stopping criterion into an error bound. It does not cover an occupied orbital of higher energy, because the lower orbitals are orthogonal to that orbital and violate the gap condition. Project the iterate $w$ orthogonally to $\psi$, then compute $r=(H-E)w+QV\psi$. With $\|r\|=10^{-6}$ hartree and a gap of at least $0.1$ hartree, $w$ differs from the response by at most $10^{-5}$ in norm. The value used for $g$ must be a true lower bound on the gap of the operator being solved: with an overestimate, the true error can exceed the estimate.
